# The Plücker relation between reference, single and double excitation coefficients of a Slater determinant, with a converse for two electrons

Let R be a commutative ring; ℝ or ℂ is the usual case. A Slater determinant of n + 2 electrons is built from n + 2 occupied orbitals, each expanded in basis spin orbitals. A row of length n + 2 belongs to one basis spin orbital and lists its coefficients in the occupied orbitals. Fix n such rows r₀, …, rₙ₋₁, called the core (the code comments count them from one). For two further rows u and v, put

[u,v] = det(u, v, r₀, …, rₙ₋₁).

This is the coefficient of the configuration in which the core and the spin orbitals of u and v are filled. Writing u and v after the core would give the same value, since two rows each moved past n others make 2n exchanges. The relation to be derived is, for all rows u, v, w, z,

[u,v][w,z] − [u,w][v,z] + [u,z][v,w] = 0.

In Lean a row is a function `Fin (n + 2) → R`, the core is `r`, and [u,v] is `coeff r u v`. The rows need not be orthonormal or even distinct, and n may be zero.

```lean
import Mathlib

open Matrix

namespace SlaterPluecker

variable {R : Type*} [CommRing R] {n : ℕ}

/-- The coefficient `[u, v]` of the configuration in which the core orbitals `r` and two further
orbitals `u`, `v` are occupied: the determinant with rows `u, v, r_1, ..., r_n`. -/
def coeff (r : Fin n → Fin (n + 2) → R) (u v : Fin (n + 2) → R) : R :=
  Matrix.det (Matrix.of (vecCons u (vecCons v r)))
```

## As many occupied orbitals as electrons

The row length n + 2 says that the state is one determinant: n + 2 electrons fill n + 2 orbitals. Any n + 3 rows then satisfy a linear relation whose coefficients are explicit determinants (in special cases, such as all rows zero, these all vanish and the relation is trivial).

Take rows x₀, …, x_N of length N, and let Dᵢ be the determinant of all of them except xᵢ, in order. Choose a column j and place a second copy of it in front. The resulting square matrix has two equal columns, so its determinant vanishes. Expanding along the added column gives

Σᵢ (−1)ⁱ Dᵢ xᵢⱼ = 0.

This holds for every j, so Σᵢ (−1)ⁱ Dᵢ xᵢ = 0 as rows.

In the proof, `M` is the enlarged matrix, `h` records its zero determinant, and `Matrix.det_succ_column_zero` is the expansion. The function `i.succAbove` runs through all row indices except i.

```lean
/-- Cramer dependence: `N + 1` rows of length `N` are linearly related, with the signed
determinants of the remaining rows as coefficients. -/
theorem cramer_dependence {N : ℕ} (x : Fin (N + 1) → Fin N → R) :
    ∑ i : Fin (N + 1), ((-1) ^ (i : ℕ) * Matrix.det (Matrix.of fun k => x (i.succAbove k))) • x i = 0 := by
  ext j
  -- put a second copy of column `j` in front: the determinant vanishes
  let M : Matrix (Fin (N + 1)) (Fin (N + 1)) R := Matrix.of fun i => vecCons (x i j) (x i)
  have h : M.det = 0 :=
    Matrix.det_zero_of_column_eq (i := 0) (j := j.succ) (Fin.succ_ne_zero j).symm
      (fun i => by simp [M])
  have e : ∀ i : Fin (N + 1), M.submatrix i.succAbove Fin.succ
      = Matrix.of fun k => x (i.succAbove k) := by
    intro i
    ext k l
    simp [M]
  -- expand along the added column
  rw [Matrix.det_succ_column_zero] at h
  simp only [e] at h
  rw [Finset.sum_apply]
  refine Eq.trans (Finset.sum_congr rfl fun i _ => ?_) h
  have hM : M i 0 = x i j := rfl
  rw [hM, Pi.smul_apply, smul_eq_mul]
  ring
```

With longer rows, n + 3 of them could be independent, and this dependence would be lost. Physically, a state that needs more orbitals than it has electrons is not a single determinant, and its coefficients need not obey the relation.

## One core shared by all six coefficients

All six brackets contain the same r: the configurations being compared differ only in which two spin orbitals are filled besides the core. By hand, this enters when the dependence is applied to v, w, z, r₀, …, rₙ₋₁. Leaving out v, w or z gives D₀ = [w,z], D₁ = [v,z] and D₂ = [v,w], so

[w,z] v − [v,z] w + [v,w] z + (a combination of core rows) = 0.

Now apply the map [u,·], which is linear because a determinant is linear in each row. It sends every core row to zero, since [u,rₖ] has a repeated row; this is the Pauli principle. What remains is

[w,z][u,v] − [v,z][u,w] + [v,w][u,z] = 0,

which is the claim.

The Pauli step is `coeff_core`. The sign change under exchange, [v,u] = −[u,v], is `coeff_swap`; it is needed later, for excitations.

```lean
/-- Pauli principle: the coefficient vanishes when the second added orbital is a core orbital. -/
theorem coeff_core (r : Fin n → Fin (n + 2) → R) (u : Fin (n + 2) → R) (k : Fin n) :
    coeff r u (r k) = 0 :=
  Matrix.det_zero_of_row_eq (i := Fin.succ 0) (j := k.succ.succ)
    (fun h => Fin.succ_ne_zero k (Fin.succ_injective _ h).symm) rfl

/-- Antisymmetry: exchanging the two added orbitals changes the sign of the coefficient. -/
theorem coeff_swap (r : Fin n → Fin (n + 2) → R) (u v : Fin (n + 2) → R) :
    coeff r v u = -coeff r u v := by
  have h := (Matrix.detRowAlternating (R := R) (n := Fin (n + 2))).map_swap
    (vecCons u (vecCons v r)) (i := 0) (j := Fin.succ 0) (Fin.succ_ne_zero 0).symm
  have e : vecCons u (vecCons v r) ∘ Equiv.swap 0 (Fin.succ 0) = vecCons v (vecCons u r) := by
    funext i
    induction i using Fin.cases with
    | zero => rw [Function.comp_apply, Equiv.swap_apply_left]; rfl
    | succ i =>
      induction i using Fin.cases with
      | zero => rw [Function.comp_apply, Equiv.swap_apply_right]; rfl
      | succ k =>
        rw [Function.comp_apply, Equiv.swap_apply_of_ne_of_ne (Fin.succ_ne_zero _)
          (fun h => Fin.succ_ne_zero k (Fin.succ_injective _ h))]
        rfl
  rw [e] at h
  exact h
```

`coeff_linear` supplies [u,·] as a linear map φ. In `pluecker`, `X` is the list v, w, z, r; `e0`, `e1` and `e2` identify the three determinants, and `xr` removes the core terms. The last line, `linear_combination h`, reorders the products.

```lean
/-- The coefficient is linear in the second added orbital. -/
theorem coeff_linear (r : Fin n → Fin (n + 2) → R) (u : Fin (n + 2) → R) :
    ∃ φ : (Fin (n + 2) → R) →ₗ[R] R, ∀ v, φ v = coeff r u v := by
  refine ⟨(Matrix.detRowAlternating (R := R) (n := Fin (n + 2))).toMultilinearMap.toLinearMap
    (vecCons u (vecCons 0 r)) (Fin.succ 0), fun v => ?_⟩
  have e : Function.update (vecCons u (vecCons 0 r)) (Fin.succ 0) v
      = vecCons u (vecCons v r) := by
    funext i
    induction i using Fin.cases with
    | zero => rw [Function.update_of_ne (Fin.succ_ne_zero _).symm]; rfl
    | succ i =>
      induction i using Fin.cases with
      | zero => rw [Function.update_self]; rfl
      | succ k =>
        rw [Function.update_of_ne (fun h => Fin.succ_ne_zero k (Fin.succ_injective _ h))]
        rfl
  exact congrArg (fun A => Matrix.det (Matrix.of A)) e

/-- Plücker relation: the coefficients of a Slater determinant with a common core satisfy
`[u,v][w,z] - [u,w][v,z] + [u,z][v,w] = 0`. -/
theorem pluecker (r : Fin n → Fin (n + 2) → R) (u v w z : Fin (n + 2) → R) :
    coeff r u v * coeff r w z - coeff r u w * coeff r v z + coeff r u z * coeff r v w = 0 := by
  obtain ⟨φ, hφ⟩ := coeff_linear r u
  let X : Fin (n + 3) → Fin (n + 2) → R := vecCons v (vecCons w (vecCons z r))
  -- leaving out `v`, `w` or `z` gives the three complementary coefficients
  have e0 : (fun k => X (Fin.succAbove 0 k)) = vecCons w (vecCons z r) := by
    funext k
    rw [Fin.zero_succAbove]; rfl
  have e1 : (fun k => X ((Fin.succ 0).succAbove k)) = vecCons v (vecCons z r) := by
    funext k
    induction k using Fin.cases with
    | zero => rw [Fin.succ_succAbove_zero]; rfl
    | succ k => rw [Fin.succ_succAbove_succ, Fin.zero_succAbove]; rfl
  have e2 : (fun k => X ((Fin.succ (Fin.succ 0)).succAbove k)) = vecCons v (vecCons w r) := by
    funext k
    induction k using Fin.cases with
    | zero => rw [Fin.succ_succAbove_zero]; rfl
    | succ k =>
      rw [Fin.succ_succAbove_succ]
      induction k using Fin.cases with
      | zero => rw [Fin.succ_succAbove_zero]; rfl
      | succ k => rw [Fin.succ_succAbove_succ, Fin.zero_succAbove]; rfl
  have x0 : φ (X 0) = coeff r u v := hφ v
  have x1 : φ (X (Fin.succ 0)) = coeff r u w := hφ w
  have x2 : φ (X (Fin.succ (Fin.succ 0))) = coeff r u z := hφ z
  have xr : ∀ k : Fin n, φ (X k.succ.succ.succ) = 0 := fun k => (hφ (r k)).trans (coeff_core r u k)
  -- apply `[u, ·]` to the Cramer dependence; the core rows drop out
  have h := congrArg φ (cramer_dependence X)
  rw [map_sum, map_zero] at h
  simp only [map_smul, smul_eq_mul] at h
  rw [Fin.sum_univ_succ, Fin.sum_univ_succ, Fin.sum_univ_succ, e0, e1, e2, x0, x1, x2] at h
  simp only [xr, mul_zero, Finset.sum_const_zero, Fin.val_zero, Fin.val_succ] at h
  unfold coeff at h ⊢
  linear_combination h
```

If the functional were built with a different core, the terms [u,rₖ] would generally survive, and the relation would acquire further products.

## Coefficients that commute

Commutativity says that the expansion coefficients are ordinary numbers, or quantities that multiply like them, such as polynomials in a parameter. By hand it is used in the determinant rules and in reordering products; in Lean it is the assumption `CommRing R`, on which the determinant lemmas, `ring` and `linear_combination` rely. For non-commuting a and b, the two-by-two matrix with both rows equal to (a, b) would have "determinant" ab − ba, and the Pauli step would already fail. No division occurs, so the relation holds whether or not any coefficient is zero.

## A reference coefficient equal to one

Let the reference configuration contain the core, i and j, and let a and b be the spin orbitals to be filled instead. Replacing i by a gives the single excitation coefficient [a,j]; replacing j by b gives [i,b]. Put u, v, w, z = i, j, a, b in the relation and use [j,a] = −[a,j] and [j,b] = −[b,j]:

[i,j][a,b] = [a,j][i,b] − [b,j][i,a].

This is `reference_mul_double`, and it needs no normalisation. The hypothesis `coeff r i j = 1` is intermediate normalisation: the state is scaled to have coefficient one on the reference. It enters only in `double_of_singles`, where it removes the factor on the left.

```lean
/-- Reference times double excitation `ij → ab` equals the antisymmetrised product of the
single excitations. -/
theorem reference_mul_double (r : Fin n → Fin (n + 2) → R) (i j a b : Fin (n + 2) → R) :
    coeff r i j * coeff r a b
      = coeff r a j * coeff r i b - coeff r b j * coeff r i a := by
  rw [coeff_swap r j a, coeff_swap r j b]
  linear_combination pluecker r i j a b

/-- In intermediate normalisation (reference coefficient one) the double excitation coefficient
of a Slater determinant is the antisymmetrised product of its single excitation coefficients. -/
theorem double_of_singles (r : Fin n → Fin (n + 2) → R) (i j a b : Fin (n + 2) → R)
    (h : coeff r i j = 1) :
    coeff r a b = coeff r a j * coeff r i b - coeff r b j * coeff r i a := by
  rw [← reference_mul_double, h, one_mul]
```

If the reference coefficient is zero, the singles no longer fix the double. With i and j both zero rows, for example, all four singles vanish while [a,b] can take any value.

In a calculation, the same expression appears when configuration interaction coefficients are converted to cluster amplitudes. With c denoting coefficients divided by the reference coefficient, the connected double amplitude is

t(ij→ab) = c(ij→ab) − c(i→a) c(j→b) + c(i→b) c(j→a).

For a single determinant that overlaps the reference, it is zero. A program that stores configurations as sorted lists of spin orbitals must first restore the signs, because the formula assumes that a particle orbital stands in the position of the orbital it replaces.

## Two electrons, and coefficients that can be divided

The converse starts from an array A and asks whether orbitals exist that produce it. Here there is no core, and `IsSingleDeterminant A` means that each basis index p has a row C p of length two with A p q = [C p, C q]. By `coeff_two`, this bracket is the two-by-two determinant.

```lean
/-- A two-electron coefficient array `A p q` is a single determinant if it consists of the
coefficients `[C p, C q]`, without core, for some orbital coefficients `C`. -/
def IsSingleDeterminant {ι K : Type*} [Field K] (A : ι → ι → K) : Prop :=
  ∃ C : ι → Fin 2 → K, ∀ p q, A p q = coeff (n := 0) ![] (C p) (C q)

/-- Without core orbitals the coefficient is the two-by-two determinant. -/
theorem coeff_two (u v : Fin 2 → R) :
    coeff (n := 0) ![] u v = u 0 * v 1 - u 1 * v 0 := by
  exact Matrix.det_fin_two (Matrix.of ![u, v])
```

One direction is the Plücker relation with n = 0. For the other, suppose that all the relations hold and that some A i j ≠ 0. Set

C p = (A i p / A i j, A j p).

Then

[C p, C q] = (A i p · A j q − A j p · A i q) / A i j = A p q,

where the last equality is the relation for i, j, p, q. Thus rows i and j of the array, the first of them rescaled, can serve as the two occupied orbitals; in general they are neither normalised nor orthogonal. If A is zero everywhere, C = 0 works; the definition admits this array, although it represents no physical state.

The division is why K is a field. The proof uses it in `e` and cancels A i j with `mul_left_cancel₀`; `linear_combination` then inserts the relation.

```lean
/-- Decomposability for two electrons: a coefficient array over a field is a single determinant
exactly when it satisfies all Plücker relations. -/
theorem isSingleDeterminant_iff {ι K : Type*} [Field K] (A : ι → ι → K) :
    IsSingleDeterminant A ↔
      ∀ i j p q, A i j * A p q - A i p * A j q + A i q * A j p = 0 := by
  constructor
  · rintro ⟨C, hC⟩ i j p q
    simp only [hC]
    exact pluecker (n := 0) ![] (C i) (C j) (C p) (C q)
  · intro h
    by_cases hA : ∃ i j, A i j ≠ 0
    · -- rows `i` and `j` of the array supply the two occupied orbitals
      obtain ⟨i, j, hij⟩ := hA
      refine ⟨fun p => ![A i p / A i j, A j p], fun p q => ?_⟩
      have e : ∀ s, A i j * (A i s / A i j) = A i s := fun s => by field_simp
      rw [coeff_two]
      change A p q = A i p / A i j * A j q - A j p * (A i q / A i j)
      apply mul_left_cancel₀ hij
      linear_combination h i j p q - A j q * e p + A j p * e q
    · refine ⟨fun _ _ => 0, fun p q => ?_⟩
      have h0 : A p q = 0 := by
        by_contra hpq
        exact hA ⟨p, q, hpq⟩
      rw [h0, coeff_two]
      ring
```

Over a general ring the converse can fail. Modulo 4, an array with entries 0 and 2 satisfies every relation, because all the products vanish, yet twice the array of the next example is not a single determinant. The restriction to two electrons is also real. For three electrons, the superposition of the configurations {0, 1, 2} and {3, 4, 5} satisfies every relation with a common core, because the two configurations share no spin orbital, yet it is not a single determinant.

## All the relations, not antisymmetry alone

The array is not assumed antisymmetric. When some A i j ≠ 0, the relations force it, since A i j · A p q = A i p · A j q − A i q · A j p changes sign under exchange of p and q. Antisymmetry by itself is weaker: it holds for every two-electron state, correlated or not.

Take the two-electron superposition of two configurations, one with spin orbitals 0 and 1 filled and the other with 2 and 3 filled, each with coefficient 1. The relation for 0, 1, 2, 3 would require

1 · 1 − 0 · 0 + 0 · 0 = 0,

which is false. For the normalised state over ℂ, with coefficients 1/√2, the left side is 1/2. The proof takes this one instance from the criterion, and `simp` evaluates it to a contradiction.

```lean
/-- The two-electron superposition of the configurations `{0, 1}` and `{2, 3}`, each with
coefficient one, is not a single determinant. -/
theorem two_pairs_not_single {K : Type*} [Field K] :
    ¬ IsSingleDeterminant
      (![![0, 1, 0, 0], ![-1, 0, 0, 0], ![0, 0, 0, 1], ![0, 0, -1, 0]] :
        Fin 4 → Fin 4 → K) := by
  intro h
  have h1 := (isSingleDeterminant_iff _).1 h 0 1 2 3
  simp at h1

end SlaterPluecker
```

```lean
#print axioms SlaterPluecker.double_of_singles
#print axioms SlaterPluecker.isSingleDeterminant_iff
#print axioms SlaterPluecker.two_pairs_not_single
```

```
'SlaterPluecker.double_of_singles' depends on axioms: [propext, Classical.choice, Quot.sound]
'SlaterPluecker.isSingleDeterminant_iff' depends on axioms: [propext, Classical.choice, Quot.sound]
'SlaterPluecker.two_pairs_not_single' depends on axioms: [propext, Classical.choice, Quot.sound]
```
